# Tamm-Dancoff on an exciton chain with $D>4|J|>0$: a band that is too narrow, and a zone-centre curvature whose magnitude is too small for $J<0$ and too large for $J>0$

The exciton is modelled on an infinite chain with one excitation and one de-excitation amplitude per site, and a single nearest-neighbour coupling $J$ acts both within and between the two sets of amplitudes. If the site energy $D$ exceeds $4|J|$ and $J\neq0$, dropping the de-excitations makes the band strictly narrower, and makes its curvature at wavenumber $Q=0$ too small in magnitude for $J<0$ and too large for $J>0$.

```lean
import Mathlib

namespace TammDancoffExcitonDispersion

noncomputable section

/-- Bloch wave of amplitude `X` and wavenumber `Q` on the sites of a chain. -/
def bloch (Q : ℝ) (X : ℂ) (n : ℤ) : ℂ := X * Complex.exp (Complex.I * Q * n)

/-- Full response equations at frequency `w` for excitation amplitudes `x` and de-excitation
amplitudes `y`, with site energy `D` and nearest-neighbour coupling `J`. -/
def IsResponseMode (D J w : ℝ) (x y : ℤ → ℂ) : Prop :=
  ∀ n : ℤ, D * x n + J * (x (n + 1) + x (n - 1)) + J * (y (n + 1) + y (n - 1)) = w * x n ∧
    J * (x (n + 1) + x (n - 1)) + D * y n + J * (y (n + 1) + y (n - 1)) = -(w * y n)

/-- Tamm-Dancoff equation: the excitation amplitudes alone, without de-excitations. -/
def IsTDAMode (D J w : ℝ) (x : ℤ → ℂ) : Prop :=
  ∀ n : ℤ, D * x n + J * (x (n + 1) + x (n - 1)) = w * x n

/-- Full-response exciton energy, for a nonnegative radicand. -/
def responseEnergy (D J Q : ℝ) : ℝ := Real.sqrt (D ^ 2 + 4 * D * J * Real.cos Q)

/-- Tamm-Dancoff exciton energy. -/
def tdaEnergy (D J Q : ℝ) : ℝ := D + 2 * J * Real.cos Q

/-- Width of a bounded energy band: its supremum minus its infimum. -/
def bandwidth (E : ℝ → ℝ) : ℝ := sSup (Set.range E) - sInf (Set.range E)

/-- Second derivative of a twice differentiable band at wavenumber `Q`. -/
def curvature (E : ℝ → ℝ) (Q : ℝ) : ℝ := deriv (deriv E) Q

/-- For `D > 4|J|` the squared response energy is positive at every wavenumber. -/
theorem radicand_pos {D J : ℝ} (h : 4 * |J| < D) (Q : ℝ) :
    0 < D ^ 2 + 4 * D * J * Real.cos Q := by
  have hD : 0 < D := by linarith [abs_nonneg J]
  have h1 : |J * Real.cos Q| ≤ |J| := by
    rw [abs_mul]
    exact mul_le_of_le_one_right (abs_nonneg J) (Real.abs_cos_le_one Q)
  have h2 : 0 < D + 4 * (J * Real.cos Q) := by linarith [neg_abs_le (J * Real.cos Q)]
  linarith [mul_pos hD h2]

/-- The two neighbours of a site in a Bloch wave add up to `2 cos Q` times its amplitude. -/
theorem bloch_neighbours (Q : ℝ) (X : ℂ) (n : ℤ) :
    bloch Q X (n + 1) + bloch Q X (n - 1) = 2 * (Real.cos Q : ℂ) * bloch Q X n := by
  have hp : Complex.exp (Complex.I * Q * ((n + 1 : ℤ) : ℂ)) =
      Complex.exp (Complex.I * Q * n) * Complex.exp ((Q : ℂ) * Complex.I) := by
    rw [← Complex.exp_add]; congr 1; push_cast; ring
  have hm : Complex.exp (Complex.I * Q * ((n - 1 : ℤ) : ℂ)) =
      Complex.exp (Complex.I * Q * n) * Complex.exp (-(Q : ℂ) * Complex.I) := by
    rw [← Complex.exp_add]; congr 1; push_cast; ring
  simp only [bloch]
  rw [hp, hm, Complex.ofReal_cos, Complex.cos]
  ring

/-- For `D > 4|J|`, a nonzero Bloch wave solves the full response equations at a real frequency
exactly when that frequency is plus or minus the response energy. -/
theorem response_dispersion {D J : ℝ} (h : 4 * |J| < D) (Q w : ℝ) :
    (∃ X Y : ℂ, (X ≠ 0 ∨ Y ≠ 0) ∧ IsResponseMode D J w (bloch Q X) (bloch Q Y)) ↔
      w = responseEnergy D J Q ∨ w = -responseEnergy D J Q := by
  have hD : 0 < D := by linarith [abs_nonneg J]
  have hsq : responseEnergy D J Q ^ 2 = D ^ 2 + 4 * D * J * Real.cos Q :=
    Real.sq_sqrt (radicand_pos h Q).le
  constructor
  · rintro ⟨X, Y, hXY, hm⟩
    obtain ⟨h1, h2⟩ := hm 0
    have a := bloch_neighbours Q X 0
    have b := bloch_neighbours Q Y 0
    have eX : bloch Q X 0 = X := by simp [bloch]
    have eY : bloch Q Y 0 = Y := by simp [bloch]
    rw [eX] at h1 a
    rw [eY] at h2 b
    have k1 : (D + 2 * J * (Real.cos Q : ℂ)) * X + 2 * J * (Real.cos Q : ℂ) * Y = w * X := by
      linear_combination h1 - J * a - J * b
    have k2 : 2 * J * (Real.cos Q : ℂ) * X + (D + 2 * J * (Real.cos Q : ℂ)) * Y = -(w * Y) := by
      linear_combination h2 - J * a - J * b
    -- the determinant of the two amplitude equations vanishes
    have hdet : (D : ℂ) ^ 2 + 4 * D * J * (Real.cos Q : ℂ) - (w : ℂ) ^ 2 = 0 := by
      rcases hXY with hX | hY
      · refine (mul_eq_zero.mp ?_).resolve_right hX
        linear_combination (D + 2 * J * (Real.cos Q : ℂ) + w) * k1 - 2 * J * (Real.cos Q : ℂ) * k2
      · refine (mul_eq_zero.mp ?_).resolve_right hY
        linear_combination (D + 2 * J * (Real.cos Q : ℂ) - w) * k2 - 2 * J * (Real.cos Q : ℂ) * k1
    have hr : D ^ 2 + 4 * D * J * Real.cos Q - w ^ 2 = 0 := by exact_mod_cast hdet
    exact eq_or_eq_neg_of_sq_eq_sq _ _ (by linarith)
  · intro hw
    have hw2 : w ^ 2 = D ^ 2 + 4 * D * J * Real.cos Q := by
      rcases hw with hw | hw <;> rw [hw] <;> linarith [hsq, neg_sq (responseEnergy D J Q)]
    have hc : (w : ℂ) ^ 2 = (D : ℂ) ^ 2 + 4 * D * J * (Real.cos Q : ℂ) := by exact_mod_cast hw2
    refine ⟨D + w, D - w, ?_, fun n => ?_⟩
    · by_cases hX : (D : ℂ) + w = 0
      · right
        intro hY
        have h0 : (D : ℂ) = 0 := by linear_combination (hX + hY) / 2
        exact hD.ne' (by exact_mod_cast h0)
      · exact Or.inl hX
    · have a := bloch_neighbours Q (D + w) n
      have b := bloch_neighbours Q (D - w) n
      have eX : bloch Q (D + w) n = (D + w) * Complex.exp (Complex.I * Q * n) := rfl
      have eY : bloch Q (D - w) n = (D - w) * Complex.exp (Complex.I * Q * n) := rfl
      rw [eX] at a ⊢
      rw [eY] at b ⊢
      constructor <;>
        linear_combination J * a + J * b - Complex.exp (Complex.I * Q * n) * hc

/-- A nonzero Bloch wave solves the Tamm-Dancoff equation exactly at the Tamm-Dancoff energy. -/
theorem tda_dispersion (D J Q w : ℝ) {X : ℂ} (hX : X ≠ 0) :
    IsTDAMode D J w (bloch Q X) ↔ w = tdaEnergy D J Q := by
  constructor
  · intro hm
    have h1 := hm 0
    have a := bloch_neighbours Q X 0
    have eX : bloch Q X 0 = X := by simp [bloch]
    rw [eX] at h1 a
    have h0 : (D : ℂ) + 2 * J * (Real.cos Q : ℂ) - w = 0 := by
      refine (mul_eq_zero.mp ?_).resolve_right hX
      linear_combination h1 - J * a
    have hr : D + 2 * J * Real.cos Q - w = 0 := by exact_mod_cast h0
    unfold tdaEnergy
    linarith
  · intro hw n
    have hc : (w : ℂ) = D + 2 * J * (Real.cos Q : ℂ) := by simp [hw, tdaEnergy]
    linear_combination J * bloch_neighbours Q X n - bloch Q X n * hc

/-- A band that is a nondecreasing function `g` of `J cos Q` has width `g(|J|) - g(-|J|)`. -/
theorem bandwidth_of_monotone {g : ℝ → ℝ} (hg : Monotone g) (J : ℝ) :
    bandwidth (fun Q => g (J * Real.cos Q)) = g |J| - g (-|J|) := by
  have hle : ∀ Q, |J * Real.cos Q| ≤ |J| := fun Q => by
    rw [abs_mul]
    exact mul_le_of_le_one_right (abs_nonneg J) (Real.abs_cos_le_one Q)
  have hmax : IsGreatest (Set.range fun Q => g (J * Real.cos Q)) (g |J|) := by
    refine ⟨?_, ?_⟩
    · rcases le_total 0 J with h | h
      · exact ⟨0, by simp [abs_of_nonneg h]⟩
      · exact ⟨Real.pi, by simp [abs_of_nonpos h]⟩
    · rintro _ ⟨Q, rfl⟩
      exact hg (abs_le.mp (hle Q)).2
  have hmin : IsLeast (Set.range fun Q => g (J * Real.cos Q)) (g (-|J|)) := by
    refine ⟨?_, ?_⟩
    · rcases le_total 0 J with h | h
      · exact ⟨Real.pi, by simp [abs_of_nonneg h]⟩
      · exact ⟨0, by simp [abs_of_nonpos h]⟩
    · rintro _ ⟨Q, rfl⟩
      exact hg (abs_le.mp (hle Q)).1
  rw [bandwidth, hmax.csSup_eq, hmin.csInf_eq]

/-- For `D > 4|J|` and `J ≠ 0`, the Tamm-Dancoff bandwidth is `4|J|` and the full-response
bandwidth is strictly larger. -/
theorem bandwidth_comparison {D J : ℝ} (h : 4 * |J| < D) (hJ : J ≠ 0) :
    bandwidth (tdaEnergy D J) = 4 * |J| ∧ 4 * |J| < bandwidth (responseEnergy D J) := by
  have hj : 0 < |J| := abs_pos.mpr hJ
  have hD : 0 < D := by linarith
  constructor
  · have hg : Monotone (fun u : ℝ => D + 2 * u) := fun u v huv => by
      show D + 2 * u ≤ D + 2 * v
      linarith
    have e : tdaEnergy D J = fun Q => D + 2 * (J * Real.cos Q) := by
      funext Q
      unfold tdaEnergy
      ring
    rw [e]
    refine (bandwidth_of_monotone hg J).trans ?_
    ring
  · have hg : Monotone (fun u : ℝ => Real.sqrt (D ^ 2 + 4 * D * u)) := fun u v huv => by
      have h4 : 4 * D * u ≤ 4 * D * v := mul_le_mul_of_nonneg_left huv (by positivity)
      exact Real.sqrt_le_sqrt (by linarith)
    have e : responseEnergy D J = fun Q => Real.sqrt (D ^ 2 + 4 * D * (J * Real.cos Q)) := by
      funext Q
      rw [responseEnergy, mul_assoc (4 * D)]
    have hb : bandwidth (responseEnergy D J) =
        Real.sqrt (D ^ 2 + 4 * D * |J|) - Real.sqrt (D ^ 2 + 4 * D * (-|J|)) := by
      rw [e]
      exact bandwidth_of_monotone hg J
    have hDj : 0 < D * |J| := mul_pos hD hj
    have hlow : 0 ≤ D ^ 2 + 4 * D * (-|J|) := by
      linarith [mul_pos hD (sub_pos.mpr h)]
    have ha := Real.sq_sqrt (show 0 ≤ D ^ 2 + 4 * D * |J| by positivity)
    have hb2 := Real.sq_sqrt hlow
    have hab := Real.sqrt_lt_sqrt hlow
      (show D ^ 2 + 4 * D * (-|J|) < D ^ 2 + 4 * D * |J| by linarith)
    rw [hb]
    set a := Real.sqrt (D ^ 2 + 4 * D * |J|)
    set b := Real.sqrt (D ^ 2 + 4 * D * (-|J|))
    -- the mean of the band edges lies below the site energy
    have hsum : a + b < 2 * D := by
      refine lt_of_pow_lt_pow_left₀ 2 (by positivity) ?_
      linarith [pow_pos (sub_pos.mpr hab) 2]
    have hs0 : 0 ≤ a + b := add_nonneg (Real.sqrt_nonneg _) (Real.sqrt_nonneg _)
    by_contra hc
    have h1 := mul_le_mul_of_nonneg_right (not_lt.mp hc) hs0
    have h2 := mul_lt_mul_of_pos_left hsum hj
    linarith

/-- For `D > 4|J|`, the curvatures of the two bands at a wavenumber with `sin Q = 0`. -/
theorem curvature_formulas {D J Q : ℝ} (h : 4 * |J| < D) (hs : Real.sin Q = 0) :
    curvature (tdaEnergy D J) Q = -(2 * (J * Real.cos Q)) ∧
    curvature (responseEnergy D J) Q =
      -(2 * (J * Real.cos Q) * D) / responseEnergy D J Q := by
  constructor
  · have h1 : ∀ q, HasDerivAt (tdaEnergy D J) (2 * J * (-Real.sin q)) q := fun q =>
      ((Real.hasDerivAt_cos q).const_mul (2 * J)).const_add D
    have hd : deriv (tdaEnergy D J) = fun q => 2 * J * (-Real.sin q) :=
      funext fun q => (h1 q).deriv
    have h2 : HasDerivAt (fun q => 2 * J * (-Real.sin q)) (2 * J * (-Real.cos Q)) Q :=
      (Real.hasDerivAt_sin Q).fun_neg.const_mul (2 * J)
    rw [curvature, hd, h2.deriv]
    ring
  · have hne : ∀ q, responseEnergy D J q ≠ 0 := fun q =>
      (Real.sqrt_pos.mpr (radicand_pos h q)).ne'
    -- group velocity
    have h1 : ∀ q, HasDerivAt (responseEnergy D J)
        (-(2 * D * J * Real.sin q) / responseEnergy D J q) q := fun q => by
      have k : HasDerivAt (fun q => D ^ 2 + 4 * D * J * Real.cos q)
          (4 * D * J * (-Real.sin q)) q :=
        ((Real.hasDerivAt_cos q).const_mul (4 * D * J)).const_add (D ^ 2)
      refine (k.sqrt (radicand_pos h q).ne').congr_deriv ?_
      change _ / (2 * responseEnergy D J q) = _
      rw [div_eq_div_iff (mul_ne_zero two_ne_zero (hne q)) (hne q)]
      ring
    have hd : deriv (responseEnergy D J) =
        fun q => -(2 * D * J * Real.sin q) / responseEnergy D J q :=
      funext fun q => (h1 q).deriv
    have hn : HasDerivAt (fun q => -(2 * D * J * Real.sin q)) (-(2 * D * J * Real.cos Q)) Q :=
      ((Real.hasDerivAt_sin Q).const_mul (2 * D * J)).fun_neg
    rw [curvature, hd]
    refine (hn.fun_div (h1 Q) (hne Q)).deriv.trans ?_
    simp only [hs, mul_zero, neg_zero, zero_mul, sub_zero]
    rw [div_eq_div_iff (pow_ne_zero 2 (hne Q)) (hne Q)]
    ring

/-- For `D > 4|J|` and `sin Q = 0`, the full-response curvature exceeds the Tamm-Dancoff one in
magnitude exactly when `J cos Q < 0`, and falls short of it exactly when `J cos Q > 0`. -/
theorem curvature_comparison {D J Q : ℝ} (h : 4 * |J| < D) (hs : Real.sin Q = 0) :
    (|curvature (tdaEnergy D J) Q| < |curvature (responseEnergy D J) Q| ↔ J * Real.cos Q < 0) ∧
    (|curvature (responseEnergy D J) Q| < |curvature (tdaEnergy D J) Q| ↔
      0 < J * Real.cos Q) := by
  have hD : 0 < D := by linarith [abs_nonneg J]
  have hE : 0 < responseEnergy D J Q := Real.sqrt_pos.mpr (radicand_pos h Q)
  have hsq : responseEnergy D J Q ^ 2 = D ^ 2 + 4 * D * J * Real.cos Q :=
    Real.sq_sqrt (radicand_pos h Q).le
  obtain ⟨hT, hF⟩ := curvature_formulas h hs
  have ht : |curvature (tdaEnergy D J) Q| = 2 * |J * Real.cos Q| := by
    rw [hT, abs_neg, abs_mul, abs_two]
  have hf : |curvature (responseEnergy D J) Q| * responseEnergy D J Q =
      2 * |J * Real.cos Q| * D := by
    rw [hF, abs_div, abs_of_pos hE, div_mul_cancel₀ _ hE.ne', abs_neg,
      abs_mul _ D, abs_mul 2, abs_two, abs_of_pos hD]
  rw [ht]
  set a := |curvature (responseEnergy D J) Q|
  set E := responseEnergy D J Q
  rcases lt_trichotomy (J * Real.cos Q) 0 with hu | hu | hu
  · have hED : E < D := by
      refine lt_of_pow_lt_pow_left₀ 2 hD.le ?_
      linarith [mul_neg_of_pos_of_neg hD hu]
    have key : 2 * |J * Real.cos Q| < a := by
      by_contra hc
      have h1 := mul_le_mul_of_nonneg_right (not_lt.mp hc) hE.le
      have h2 := mul_lt_mul_of_pos_left hED (abs_pos.mpr hu.ne)
      linarith
    constructor <;> constructor <;> intro _ <;> linarith
  · have ha : a = 0 := by
      refine (mul_eq_zero.mp ?_).resolve_right hE.ne'
      rw [hf, hu]
      simp
    rw [ha, hu]
    simp
  · have hED : D < E := by
      refine lt_of_pow_lt_pow_left₀ 2 hE.le ?_
      linarith [mul_pos hD hu]
    have key : a < 2 * |J * Real.cos Q| := by
      by_contra hc
      have h1 := mul_le_mul_of_nonneg_right (not_lt.mp hc) hE.le
      have h2 := mul_lt_mul_of_pos_left hED (abs_pos.mpr hu.ne')
      linarith
    constructor <;> constructor <;> intro _ <;> linarith

/-- For `D > 4|J|` and `J ≠ 0`, the Tamm-Dancoff band is strictly too narrow, while its curvature
at the zone centre is too small in magnitude exactly for `J < 0` and too large exactly for
`J > 0`. -/
theorem tamm_dancoff_band_errors {D J : ℝ} (h : 4 * |J| < D) (hJ : J ≠ 0) :
    bandwidth (tdaEnergy D J) < bandwidth (responseEnergy D J) ∧
    (|curvature (tdaEnergy D J) 0| < |curvature (responseEnergy D J) 0| ↔ J < 0) ∧
    (|curvature (responseEnergy D J) 0| < |curvature (tdaEnergy D J) 0| ↔ 0 < J) := by
  obtain ⟨h1, h2⟩ := bandwidth_comparison h hJ
  have h3 := curvature_comparison h Real.sin_zero
  rw [Real.cos_zero, mul_one] at h3
  exact ⟨h1.trans_lt h2, h3⟩

/-- For `D > 4|J|`, the Tamm-Dancoff curvature at the zone edge `Q = π` is too small in magnitude
exactly for `J > 0`. -/
theorem zone_edge_curvature {D J : ℝ} (h : 4 * |J| < D) :
    |curvature (tdaEnergy D J) Real.pi| < |curvature (responseEnergy D J) Real.pi| ↔ 0 < J := by
  have h1 := (curvature_comparison h Real.sin_pi).1
  rw [Real.cos_pi] at h1
  exact h1.trans ⟨fun _ => by linarith, fun _ => by linarith⟩

end

end TammDancoffExcitonDispersion
```

```lean
#print axioms TammDancoffExcitonDispersion.response_dispersion
#print axioms TammDancoffExcitonDispersion.tda_dispersion
#print axioms TammDancoffExcitonDispersion.tamm_dancoff_band_errors
#print axioms TammDancoffExcitonDispersion.zone_edge_curvature
```

```
'TammDancoffExcitonDispersion.response_dispersion' depends on axioms: [propext, Classical.choice, Quot.sound]
'TammDancoffExcitonDispersion.tda_dispersion' depends on axioms: [propext, Classical.choice, Quot.sound]
'TammDancoffExcitonDispersion.tamm_dancoff_band_errors' depends on axioms: [propext, Classical.choice, Quot.sound]
'TammDancoffExcitonDispersion.zone_edge_curvature' depends on axioms: [propext, Classical.choice, Quot.sound]
```

## From site amplitudes to two dispersions

Let $x_n$ and $y_n$ be the excitation and de-excitation amplitudes on site $n$, and $\omega$ the frequency in energy units. `IsResponseMode` states, for every integer $n$,

$$D x_n+J(x_{n+1}+x_{n-1})+J(y_{n+1}+y_{n-1})=\omega x_n,$$
$$J(x_{n+1}+x_{n-1})+D y_n+J(y_{n+1}+y_{n-1})=-\omega y_n.$$

`IsTDAMode` keeps only the $x$ terms of the first line. Here $D$ is the excitation energy of an isolated site, and $J$ transfers the excitation to a neighbour, as an interaction between transition dipoles would.

For Bloch waves $x_n=Xe^{iQn}$ and $y_n=Ye^{iQn}$, the two neighbours of a site add up to $2\cos Q$ times its amplitude (`bloch_neighbours`). With $c=2J\cos Q$ the equations become

$$(D+c-\omega)X+cY=0,\qquad cX+(D+c+\omega)Y=0.$$

A nonzero solution requires a vanishing determinant, $(D+c)^2-\omega^2-c^2=0$, so

$$\omega=\pm F(Q),\qquad F(Q)=\sqrt{D^2+4DJ\cos Q}.$$

Conversely, $X=D+\omega$ and $Y=D-\omega$ solve both equations, and they are not both zero because their sum is $2D>0$. For $\omega=F$, the response normalisation $|X|^2-|Y|^2=1$ turns them into $(D\pm F)/(2\sqrt{DF})$.

`response_dispersion` proves both directions. It reads the equations at site $0$ to obtain the determinant, and `linear_combination` carries out the elimination. Without $Y$, the same substitution gives $T(Q)=D+2J\cos Q$ (`tda_dispersion`). In the file $F$ is `responseEnergy` and $T$ is `tdaEnergy`.

The condition $D>4|J|$ expresses stability: $D^2+4DJ\cos Q\ge D(D-4|J|)>0$, so every squared frequency is positive (`radicand_pos`).

## The full band is wider

`bandwidth` is the supremum minus the infimum over all real $Q$. Both energies are increasing functions of $J\cos Q$, which runs between $-|J|$ and $|J|$ and reaches these ends at $Q=0$ and $Q=\pi$. This is `bandwidth_of_monotone`, and it gives $T$ the width $4|J|$.

For $F$, call the upper and lower edges $a$ and $b$:

$$a^2=D^2+4D|J|,\qquad b^2=D^2-4D|J|.$$

Since $J\neq0$, the edges differ, and

$$(a+b)^2=2(a^2+b^2)-(a-b)^2=4D^2-(a-b)^2<4D^2.$$

Hence $a+b<2D$, which is `hsum` in `bandwidth_comparison`. Then

$$a-b=\frac{a^2-b^2}{a+b}=\frac{8D|J|}{a+b}>4|J|.$$

The Lean proof avoids the division: it assumes $a-b\le4|J|$, multiplies by $a+b$ and reaches a contradiction.

## The error in the curvature's magnitude changes sign

`curvature` is the second derivative with respect to $Q$, with the lattice spacing set to one; the effective mass is inversely proportional to it. Differentiating twice,

$$F'=-\frac{2DJ\sin Q}{F},\qquad F''=-\frac{2DJ\cos Q}{F}+\frac{2DJ\sin Q\,F'}{F^2}.$$

Where $\sin Q=0$ the last term vanishes, while $T''=-2J\cos Q$. These are the two `curvature_formulas`, and they give

$$|F''|=|T''|\,\frac{D}{F},\qquad F^2-D^2=4DJ\cos Q.$$

If $J\cos Q<0$, then $F<D$ and the full curvature is larger in magnitude. If $J\cos Q>0$, it is smaller. If $J=0$, both vanish. `curvature_comparison` runs through these three cases with `lt_trichotomy`.

At $Q=0$ the criterion is the sign of $J$, and `tamm_dancoff_band_errors` combines it with the bandwidth result. At $Q=\pi$ the cosine is $-1$ and the criterion is reversed (`zone_edge_curvature`). The bottom of the band always has $J\cos Q=-|J|$, so for $J\neq0$ the Tamm-Dancoff mass there is too large for either sign of the coupling.

## What the two conditions exclude

For $J=0$ and $D=1$ both bands are flat and have width zero, so the strict bandwidth inequality needs $J\neq0$.

Positivity of $D$ alone is not enough in place of $D>4|J|$. Take $D=J=1$: at $Q=\pi$ the response equations require $\omega^2=-3$, which no real frequency satisfies. Lean's real square root returns $0$ there, so `response_dispersion` would fail, and the formal width of `responseEnergy` would be $\sqrt5$, below the Tamm-Dancoff width $4$.

## Reach of the model

For Bethe-Salpeter calculations the result gives a solvable case, restricted to one excitation per site and nearest-neighbour coupling, in which the Tamm-Dancoff approximation has a bandwidth error of fixed sign and a zone-centre effective mass whose magnitude is too large for $J<0$ and too small for $J>0$. The model has no internal electron-hole structure, no longer-ranged coupling, and no separate strength for the coupling between excitations and de-excitations. It also leaves out any on-site coupling $b$ between a site's excitation and its own de-excitation. With that term the full energy would be $\sqrt{(D-b)(D+b+4J\cos Q)}$, and for $0<b<D$ and sufficiently small nonzero $|J|$ the full band would be narrower than the Tamm-Dancoff band, so the sign of the bandwidth error found here is not general. The values of $D$ and $J$ are inputs, and the dispersion theorems concern Bloch waves at real frequencies.
